# A composition of two derivations of a prime ring without 2-torsion is a derivation only if one factor is zero

Let R be a ring with two properties: 2x = 0 implies x = 0, and if axb = 0 for every x in R, then a = 0 or b = 0. If D and E are derivations of R and the composition DE is also a derivation, then D = 0 or E = 0. This is Posner's first theorem.

A derivation is an additive map D: R → R that obeys the Leibniz rule

D(ab) = D(a)b + aD(b),

with the order of the factors kept. The standard example in physics is the commutator X ↦ [A, X] = AX − XA, which for A = H generates Heisenberg dynamics up to the factor i/ħ.

The second property of R is called primeness. It says that two nonzero operators a and b can always be connected by some intermediate x with axb ≠ 0. An algebra of block-diagonal matrices, as for a system with superselection sectors, lacks this property. There, two commutators that act in different blocks compose to zero although neither need vanish. The first property, absence of 2-torsion, permits division of an equation by 2 and holds automatically for operators over the real or complex numbers.

## Three exchanges that reverse a sign

Expand DE on a product, first with the Leibniz rule for E and then with that for D:

D(E(ab)) = D(E(a)b + aE(b))
= D(E(a))b + E(a)D(b) + D(a)E(b) + aD(E(b)).

If DE is a derivation, the left side also equals D(E(a))b + aD(E(b)). The cross terms must therefore cancel:

E(a)D(b) + D(a)E(b) = 0.  (1)

Now replace a by ac in (1) and expand:

E(a)cD(b) + D(a)cE(b) + a[E(c)D(b) + D(c)E(b)] = 0.

The bracket vanishes by (1), with c in the place of a. What remains is the same cancellation with an arbitrary element between the factors:

E(a)cD(b) + D(a)cE(b) = 0.  (2)

Identity (2) exchanges D and E at the cost of a sign. Apply it three times to a product with three derivative factors, where a, x, b, y, c are arbitrary:

D(a)xE(b)yE(c) = −E(a)xD(b)yE(c)
= +E(a)xE(b)yD(c)
= −D(a)xE(b)yE(c).

The last step uses (2) with the whole element xE(b)y in the middle. The product equals its own negative, so twice the product is zero, and without 2-torsion

D(a)xE(b)yE(c) = 0.  (3)

Suppose that E ≠ 0, and choose b with E(b) ≠ 0. If some D(a) were nonzero, then (3) with c = b, read as D(a) x [E(b)yE(b)] = 0 for all x, would give E(b)yE(b) = 0 by primeness. This would hold for every y, so a second use of primeness would give E(b) = 0, a contradiction. Hence D(a) = 0 for every a.

## Double commutators of complex matrices

The algebra of n×n matrices over a field is prime. If a and b are nonzero, choose entries a_ij ≠ 0 and b_kl ≠ 0, and let e_jk be the matrix with a single 1 in row j and column k. Then

(a e_jk b)_il = a_ij b_kl ≠ 0.

The theorem therefore applies to D = [A, ·] and E = [B, ·] for complex matrices: if X ↦ [A, [B, X]] is a derivation, one of the two commutator maps vanishes. A matrix A that commutes with everything is a multiple of the identity, as the (i, j) entry of A e_kj = e_kj A shows:

A_ik = δ_ik A_jj.

Conversely, if A or B is a multiple of the identity, the double commutator is zero, and the zero map is a derivation. So [A, [B, ·]] is a derivation exactly when A or B is a multiple of the identity.

For a finite-dimensional quantum system, pure dephasing through a Hermitian operator L contributes a term proportional to [L, [L, X]] to the equation of motion. Unless L is a multiple of the identity, this term breaks the Leibniz rule and so cannot be absorbed into a Hamiltonian commutator.

## The raising matrix when 2 = 0

Let s be the 2×2 matrix with a single 1 in the upper right corner, so that s² = 0. Then

[s, [s, X]] = s²X − 2sXs + Xs² = −2sXs.

Over the field with two elements the right side is zero, so the square of [s, ·] is a derivation. Yet [s, ·] itself is not zero: for P = diag(0, 1) one finds [s, P] = s. The matrix ring is still prime, so the theorem fails without its condition on 2-torsion.

## Derivations, primeness and commutators in Lean

```lean
import Mathlib

namespace ProductsOfDerivations
```

A derivation is represented by a plain function together with a proof of two properties. Only additivity is required, not linearity over a field, so the theorem also covers maps that are not complex-linear.

```lean
/-- A derivation of a possibly noncommutative ring: an additive map obeying the Leibniz rule. -/
structure IsDerivation {R : Type*} [Ring R] (D : R → R) : Prop where
  add : ∀ a b, D (a + b) = D a + D b
  leibniz : ∀ a b, D (a * b) = D a * b + a * D b
```

`Ring R` means an associative ring with identity, not necessarily commutative. Primeness is stated as a condition on elements, and the zero ring satisfies it.

```lean
/-- A ring is prime if `a x b = 0` for all `x` forces `a = 0` or `b = 0`. -/
def IsPrimeRing (R : Type*) [Ring R] : Prop :=
  ∀ a b : R, (∀ x, a * x * b = 0) → a = 0 ∨ b = 0
```

The parentheses around `∀ x, a * x * b = 0` matter. If x were quantified together with a and b, the definition would demand that a single vanishing product axb already force a = 0 or b = 0. Taking x = 0 and a = b = 1 then gives 1 = 0, so only the zero ring would qualify, and the theorem would be correct but empty.

The commutator carries no factor of i or ħ. With one argument, `comm A` is the map X ↦ [A, X].

```lean
/-- The commutator map `X ↦ A X - X A` of an operator `A`. -/
def comm {R : Type*} [Ring R] (A X : R) : R := A * X - X * A
```

The raising matrix is defined over any field, because it is needed both over the complex numbers and over the field with two elements.

```lean
/-- The two-level raising matrix, with a single entry 1 in the upper right corner. -/
def raising (K : Type*) [Field K] : Matrix (Fin 2) (Fin 2) K := !![0, 1; 0, 0]
```

## The general theorem in Lean

The first lemma is identity (1). The Leibniz rule for `D ∘ E` is rewritten with the rules for E and D, and `abel` cancels the terms common to both sides without reordering any product.

```lean
section General

variable {R : Type*} [Ring R] {D E : R → R}

/-- If `D`, `E` and `D ∘ E` are derivations, the cross terms of the Leibniz rule cancel. -/
theorem cross_terms_cancel (hD : IsDerivation D) (hE : IsDerivation E)
    (hDE : IsDerivation (D ∘ E)) (a b : R) : E a * D b + D a * E b = 0 := by
  have h := hDE.leibniz a b
  simp only [Function.comp_apply] at h
  rw [hE.leibniz, hD.add, hD.leibniz, hD.leibniz] at h
  linear_combination (norm := abel) h
```

Identity (2) follows from two instances of (1): `h1` for the product ac, and `h2` for c alone. The `calc` step subtracts a times the second from the first, and `noncomm_ring` checks the noncommutative algebra.

```lean
/-- The cross terms still cancel with an arbitrary element `c` inserted between the factors. -/
theorem cross_terms_cancel_insert (hD : IsDerivation D) (hE : IsDerivation E)
    (hDE : IsDerivation (D ∘ E)) (a c b : R) :
    E a * c * D b + D a * c * E b = 0 := by
  have h1 := cross_terms_cancel hD hE hDE (a * c) b
  have h2 := cross_terms_cancel hD hE hDE c b
  rw [hE.leibniz, hD.leibniz] at h1
  calc E a * c * D b + D a * c * E b
      = ((E a * c + a * E c) * D b + (D a * c + a * D c) * E b)
        - a * (E c * D b + D c * E b) := by noncomm_ring
    _ = 0 := by rw [h1, h2]; simp
```

In the main theorem, `h2` states the absence of 2-torsion as `x + x = 0 → x = 0`. The conclusion `D = 0 ∨ E = 0` is about whole functions: one of the maps vanishes on all of R.

```lean
/-- Posner's first theorem: in a prime ring without 2-torsion, if the composition of two
derivations is a derivation, then one of the two vanishes. -/
theorem posner_first (hP : IsPrimeRing R) (h2 : ∀ x : R, x + x = 0 → x = 0)
    (hD : IsDerivation D) (hE : IsDerivation E) (hDE : IsDerivation (D ∘ E)) :
    D = 0 ∨ E = 0 := by
  -- three exchanges of D and E return the same product with the opposite sign
  have triple : ∀ a x b y c, D a * x * E b * y * E c = 0 := by
    intro a x b y c
    have p1 := cross_terms_cancel_insert hD hE hDE a x b
    have p2 := cross_terms_cancel_insert hD hE hDE b y c
    have p3 := cross_terms_cancel_insert hD hE hDE a (x * E b * y) c
    apply h2
    calc D a * x * E b * y * E c + D a * x * E b * y * E c
        = (E a * x * D b + D a * x * E b) * (y * E c)
          + (E a * (x * E b * y) * D c + D a * (x * E b * y) * E c)
          - E a * x * (E b * y * D c + D b * y * E c) := by noncomm_ring
      _ = 0 := by rw [p1, p2, p3]; simp
  by_cases hE0 : E = 0
  · exact Or.inr hE0
  left
  obtain ⟨b, hb⟩ := Function.ne_iff.mp hE0
  funext a
  by_contra hDa
  -- primeness is used twice: first to remove D a, then to remove E b
  have hbb : ∀ y, E b * y * E b = 0 := fun y =>
    (hP (D a) (E b * y * E b) (fun x => by
      have h := triple a x b y b
      simpa only [mul_assoc] using h)).resolve_left hDa
  exact hb ((hP (E b) (E b) hbb).elim id id)
```

The inner statement `triple` is identity (3). Its ingredients `p1`, `p2` and `p3` are the three exchanges, and the `calc` block adds them up in one line instead of following the sign through three steps. After that, `Function.ne_iff` supplies an element b with E(b) ≠ 0. The statement `hbb` is the first use of primeness, and the last line is the second.

Commutators satisfy the definition of a derivation in any ring, by direct expansion.

```lean
/-- The commutator with a fixed operator is a derivation. -/
theorem comm_isDerivation (A : R) : IsDerivation (comm A) := by
  constructor
  · intro a b
    simp only [comm]
    noncomm_ring
  · intro a b
    simp only [comm]
    noncomm_ring

end General
```

## Matrices of finite size in Lean

The index type `n` is an arbitrary finite type, so every finite matrix size is included, even size zero. Operators on an infinite-dimensional space are not treated here, and unbounded operators with separate domains do not form a ring to which the general theorem could be applied directly.

The proof of primeness selects a nonzero entry of each matrix and places the matrix unit e_jk between them. The statement `key` is the entry formula found above.

```lean
section Matrices

variable {n : Type*} [Fintype n] [DecidableEq n]

/-- The algebra of all square matrices of a given finite size over a field is prime. -/
theorem matrix_isPrimeRing (K : Type*) [Field K] : IsPrimeRing (Matrix n n K) := by
  intro a b h
  by_contra hab
  have ha : a ≠ 0 := fun h0 => hab (Or.inl h0)
  have hb : b ≠ 0 := fun h0 => hab (Or.inr h0)
  obtain ⟨i, j, hij⟩ : ∃ i j, a i j ≠ 0 := by
    by_contra hc
    exact ha (Matrix.ext fun i j => by_contra fun h0 => hc ⟨i, j, h0⟩)
  obtain ⟨k, l, hkl⟩ : ∃ k l, b k l ≠ 0 := by
    by_contra hc
    exact hb (Matrix.ext fun k l => by_contra fun h0 => hc ⟨k, l, h0⟩)
  -- a matrix unit between a and b picks out the product of two nonzero entries
  have key : (a * (Matrix.of fun p q => if p = j then (if q = k then (1 : K) else 0) else 0)
      * b) i l = a i j * b k l := by
    simp [Matrix.mul_apply]
  exact mul_ne_zero hij hkl (key.symm.trans (by rw [h, Matrix.zero_apply]))
```

Absence of 2-torsion is checked entry by entry, where division by 2 is available.

```lean
omit [Fintype n] [DecidableEq n] in
/-- A complex matrix whose double vanishes is zero. -/
theorem matrix_two_torsion_free (x : Matrix n n ℂ) (h : x + x = 0) : x = 0 := by
  ext i j
  have h1 : x i j + x i j = 0 := congrFun (congrFun h i) j
  show x i j = 0
  linear_combination h1 / 2
```

The next lemma identifies the matrices whose commutator map is zero. Here `key` is the relation A_ik = δ_ik A_jj, obtained by commuting A with e_kj. For size zero there is no diagonal entry to choose, and the scalar 0 serves.

```lean
/-- A complex matrix that commutes with every matrix is a multiple of the identity. -/
theorem scalar_of_comm_eq_zero (A : Matrix n n ℂ) (h : comm A = 0) :
    ∃ c : ℂ, A = c • (1 : Matrix n n ℂ) := by
  have hA : ∀ X, A * X = X * A := fun X => sub_eq_zero.mp (congrFun h X)
  -- compare entries of the commutator with a matrix unit
  have key : ∀ i k j, A i k = if i = k then A j j else 0 := by
    intro i k j
    have h1 := congrFun (congrFun (hA (Matrix.of fun p q =>
      if p = k then (if q = j then (1 : ℂ) else 0) else 0)) i) j
    by_cases hik : i = k <;> simpa [Matrix.mul_apply, hik] using h1
  rcases isEmpty_or_nonempty n with hn | ⟨⟨j⟩⟩
  · exact ⟨0, Matrix.ext fun i => hn.elim i⟩
  · refine ⟨A j j, ?_⟩
    ext i k
    rw [key i k j]
    simp [Matrix.one_apply]
```

The equivalence for double commutators combines these results. In the forward direction, `posner_first` makes one commutator map zero, and `scalar_of_comm_eq_zero` turns this into a statement about A or B. In the reverse direction, a multiple of the identity makes the composition zero, and simplification verifies both properties of a derivation.

```lean
/-- For complex matrices the double commutator `X ↦ [A, [B, X]]` is a derivation exactly when
`A` or `B` is a multiple of the identity. -/
theorem double_commutator_isDerivation_iff (A B : Matrix n n ℂ) :
    IsDerivation (comm A ∘ comm B) ↔
      (∃ c : ℂ, A = c • (1 : Matrix n n ℂ)) ∨ (∃ c : ℂ, B = c • (1 : Matrix n n ℂ)) := by
  constructor
  · intro h
    exact (posner_first (matrix_isPrimeRing ℂ) matrix_two_torsion_free
      (comm_isDerivation A) (comm_isDerivation B) h).imp
      (scalar_of_comm_eq_zero A) (scalar_of_comm_eq_zero B)
  · have hs : ∀ (c : ℂ) (X : Matrix n n ℂ), comm (c • (1 : Matrix n n ℂ)) X = 0 :=
      fun c X => by simp [comm]
    have h0 : comm A 0 = 0 := by simp [comm]
    rintro (⟨c, rfl⟩ | ⟨c, rfl⟩)
    · constructor <;> intros <;> simp [hs]
    · constructor <;> intros <;> simp [hs, h0]

end Matrices
```

The matrices need not be Hermitian, and A = B is allowed. In that case the square of a commutator map is a derivation only if the map is zero.

## Two explicit checks of the hypotheses

The first example has entries in `ZMod 2`, the field with two elements. The theorem lists four facts: the matrix ring is prime, the commutator with the raising matrix is a derivation, its square is a derivation, and it is not zero. In the proof, `hs` is s² = 0, `h2` says that every matrix added to itself vanishes, and `h0` combines them into [s, [s, X]] = 0. The last part evaluates the commutator on diag(0, 1) and reads off the upper right entry.

```lean
/-- Over the field with two elements, the commutator with the raising matrix is a nonzero
derivation of a prime ring whose square is again a derivation. -/
theorem characteristic_two_counterexample :
    IsPrimeRing (Matrix (Fin 2) (Fin 2) (ZMod 2)) ∧
    IsDerivation (comm (raising (ZMod 2))) ∧
    IsDerivation (comm (raising (ZMod 2)) ∘ comm (raising (ZMod 2))) ∧
    comm (raising (ZMod 2)) ≠ 0 := by
  have hs : raising (ZMod 2) * raising (ZMod 2) = 0 := by
    ext i j
    fin_cases i <;> fin_cases j <;> simp [raising, Matrix.mul_apply, Fin.sum_univ_succ]
  have h2 : ∀ Y : Matrix (Fin 2) (Fin 2) (ZMod 2), Y + Y = 0 := fun Y =>
    Matrix.ext fun i j => (by decide : ∀ z : ZMod 2, z + z = 0) (Y i j)
  -- the square of the commutator map vanishes identically
  have h0 : ∀ X, comm (raising (ZMod 2)) (comm (raising (ZMod 2)) X) = 0 := by
    intro X
    generalize raising (ZMod 2) = s at hs ⊢
    calc comm s (comm s X) = s * s * X + X * (s * s) - (s * X * s + s * X * s) := by
          simp only [comm]
          noncomm_ring
      _ = 0 := by rw [hs, h2]; simp
  refine ⟨matrix_isPrimeRing _, comm_isDerivation _, ?_, ?_⟩
  · constructor <;> intros <;> simp [h0]
  · intro h
    have h1 : comm (raising (ZMod 2)) !![0, 0; 0, 1] = 0 := congrFun h _
    have h3 := congrFun (congrFun h1 0) 1
    simp [comm, raising] at h3
```

The second example shows that the hypotheses of the main theorem are satisfied by a concrete pair over the complex numbers. The first derivation is the commutator with the raising matrix, which is nonzero; the second is the commutator with the identity, which vanishes, as the theorem requires of one of the two.

```lean
/-- In the complex two-by-two matrices, the commutators with the raising matrix and with the
identity meet all hypotheses of Posner's first theorem, and the former is nonzero. -/
theorem posner_first_witness :
    IsPrimeRing (Matrix (Fin 2) (Fin 2) ℂ) ∧
    (∀ x : Matrix (Fin 2) (Fin 2) ℂ, x + x = 0 → x = 0) ∧
    IsDerivation (comm (raising ℂ)) ∧
    IsDerivation (comm (1 : Matrix (Fin 2) (Fin 2) ℂ)) ∧
    IsDerivation (comm (raising ℂ) ∘ comm 1) ∧ comm (raising ℂ) ≠ 0 := by
  refine ⟨matrix_isPrimeRing _, matrix_two_torsion_free, comm_isDerivation _,
    comm_isDerivation _,
    (double_commutator_isDerivation_iff _ _).2 (Or.inr ⟨1, by simp⟩), ?_⟩
  intro h
  have h1 : comm (raising ℂ) !![0, 0; 0, 1] = 0 := congrFun h _
  have h3 := congrFun (congrFun h1 0) 1
  simp [comm, raising] at h3

end ProductsOfDerivations
```

```lean
#print axioms ProductsOfDerivations.posner_first
#print axioms ProductsOfDerivations.double_commutator_isDerivation_iff
#print axioms ProductsOfDerivations.characteristic_two_counterexample
```

```
'ProductsOfDerivations.posner_first' depends on axioms: [propext, Classical.choice, Quot.sound]
'ProductsOfDerivations.double_commutator_isDerivation_iff' depends on axioms: [propext, Classical.choice, Quot.sound]
'ProductsOfDerivations.characteristic_two_counterexample' depends on axioms: [propext, Classical.choice, Quot.sound]
```
